# The diagonal Slater–Condon rule from the anticommutation relations

Q: Two electrons with opposite spins share the lowest orbital of a molecule. In the mean-field picture this is one Slater determinant, and its energy, apart from the repulsion between the nuclei, is two one-electron terms plus one Coulomb repulsion. I would get that by writing out the antisymmetrised wavefunction and integrating. Your Lean code contains no wavefunction, no coordinates and no antisymmetriser. Why should I believe that it is about the same state?

A: Because the energy needs only two facts: how the ladder operators commute, and which of them annihilate the state. Let a_p remove an electron from spin-orbital p, and let c_p be its adjoint, which adds one. For orthonormal spin-orbitals

a_p a_q + a_q a_p = 0

c_p a_q + a_q c_p = δ_pq

Let S be the set of occupied spin-orbitals, with n_p = 1 for p in S and n_p = 0 otherwise. The determinant v has norm one. Pauli exclusion gives c_p v = 0 for p in S, and a_p v = 0 for p outside S because there is nothing to remove.

Q: Then derive the two-body density matrix from that, without skipping steps.

A: Suppose first that p and q are both occupied. The mixed relation moves a creator to the right:

c_q a_r v = δ_qr v − a_r c_q v = δ_qr v

Use it twice on the longer product:

c_q a_s a_r v = δ_qs a_r v − a_s c_q a_r v = δ_qs a_r v − δ_qr a_s v

Now apply c_p, which is also occupied:

c_p c_q a_s a_r v = (δ_pr δ_qs − δ_ps δ_qr) v

The inner product with v gives the bracket, since ⟨v, v⟩ = 1.

If p is empty, write w = c_q a_s a_r v and move c_p to the left factor:

⟨v, c_p w⟩ = ⟨a_p v, w⟩ = 0

If p is occupied but q is empty, put u = a_s a_r v and move both creators:

⟨v, c_p c_q u⟩ = ⟨a_q a_p v, u⟩ = −⟨a_p a_q v, u⟩ = 0

All cases together read

⟨v, c_p c_q a_s a_r v⟩ = n_p n_q (δ_pr δ_qs − δ_ps δ_qr)

The same argument with one creator gives ⟨v, c_p a_q v⟩ = n_p δ_pq.

Q: I accept that. What does Lean take the space and the orbitals to be?

A: `V` is any complex inner-product space, complete or not, and `ι` is any type of spin-orbital labels, finite or infinite. The inner product is linear in its second argument, as in Dirac notation.

```lean
import Mathlib

open scoped InnerProductSpace

namespace SlaterCondon

noncomputable section

variable {ι V : Type*} [DecidableEq ι] [NormedAddCommGroup V] [InnerProductSpace ℂ V]
```

The Kronecker delta and the occupation number are complex numbers, so they can multiply amplitudes directly.

```lean
/-- The Kronecker delta of two orbital labels, as a complex number. -/
def delta (p q : ι) : ℂ := if p = q then 1 else 0

/-- The occupation number of orbital `p`: one if `p` lies in the occupied set `S`, else zero. -/
def occ (S : Finset ι) (p : ι) : ℂ := if p ∈ S then 1 else 0
```

The occupied set is a `Finset`, so the number of electrons is finite even when the number of orbitals is not.

Q: And the operators? I see no relation between two creators.

A: It follows from the others. Moving both creators to the left factor turns ⟨x, (c_p c_q + c_q c_p) y⟩ into ⟨(a_q a_p + a_p a_q) x, y⟩, which is zero for all x and y. The structure `CAR` therefore asks for three things: adjointness, anticommuting annihilators, and the mixed relation.

```lean
/-- Annihilators `a p` and creators `c p` that are mutually adjoint and satisfy the canonical
anticommutation relations. -/
structure CAR (a c : ι → Module.End ℂ V) : Prop where
  adj : ∀ p x y, ⟪a p x, y⟫_ℂ = ⟪x, c p y⟫_ℂ
  anti : ∀ p q, a p * a q + a q * a p = 0
  mixed : ∀ p q, c p * a q + a q * c p = delta p q • (1 : Module.End ℂ V)
```

`Module.End ℂ V` is the type of linear operators defined on all of V, and `*` is composition. The delta in `mixed` encodes orthonormal orbitals; a non-orthogonal atomic basis would put an overlap matrix there and is not covered.

Q: My main doubt is the determinant. You list properties of v; you never build it from the vacuum.

A: The properties pin down the occupations. If c_p v = 0, the mixed relation gives c_p a_p v = v, so the number operator of p has the value one. If a_p v = 0, it has the value zero. In the usual Fock space over these orbitals, a state with those occupations is the familiar determinant up to a phase. A larger V may carry spectator degrees of freedom as well, and the formula does not notice them.

```lean
/-- A unit vector `v` in which no electron can be added to an orbital of `S` and none can be
removed from an orbital outside `S`. -/
structure IsDeterminant (a c : ι → Module.End ℂ V) (S : Finset ι) (v : V) : Prop where
  unit : ‖v‖ = 1
  filled : ∀ p ∈ S, c p v = 0
  empty : ∀ p, p ∉ S → a p v = 0
```

Q: Show me where your derivation sits in the proof.

A: The first lemma is the mixed relation applied to a vector x and solved for the term with the creator on the left.

```lean
variable {a c : ι → Module.End ℂ V} {S : Finset ι} {v : V}

/-- A creator moves to the right past an annihilator at the price of a sign and a contraction. -/
theorem create_annihilate (car : CAR a c) (q s : ι) (x : V) :
    c q (a s x) = delta q s • x - a s (c q x) := by
  have h := LinearMap.congr_fun (car.mixed q s) x
  simp only [LinearMap.add_apply, Module.End.mul_apply, LinearMap.smul_apply,
    Module.End.one_apply] at h
  exact eq_sub_of_add_eq h
```

`refill_one` is the one-line identity for an occupied creator. The rewrite with `hv.filled` removes the term in which the creator reaches v.

```lean
/-- Removing an electron from orbital `q` of a determinant and creating one in an occupied
orbital `p` gives back the determinant if `p = q`, and zero otherwise. -/
theorem refill_one (car : CAR a c) (hv : IsDeterminant a c S v) {p : ι} (hp : p ∈ S) (q : ι) :
    c p (a q v) = delta p q • v := by
  rw [create_annihilate car, hv.filled p hp, map_zero, sub_zero]
```

`refill_two` is the double contraction. It moves c_q past a_s, uses `refill_one` for what remains, then lets c_p act on both terms; `module` collects the coefficients of v.

```lean
/-- Removing two electrons from a determinant and creating two in occupied orbitals `p` and `q`
gives a multiple of the determinant, the direct minus the exchange contraction. -/
theorem refill_two (car : CAR a c) (hv : IsDeterminant a c S v) {p q : ι}
    (hp : p ∈ S) (hq : q ∈ S) (r s : ι) :
    c p (c q (a s (a r v))) = (delta p r * delta q s - delta p s * delta q r) • v := by
  rw [create_annihilate car q s, refill_one car hv hq r]
  simp only [map_sub, map_smul, refill_one car hv hp]
  module
```

Both lemmas are identities between vectors, stronger than expectation values, but they need occupied creators. The density matrices add the empty cases. For one body this makes two cases in all, p occupied and p empty:

```lean
/-- The one-body density matrix of a determinant is diagonal, with the occupation numbers as
its diagonal entries. -/
theorem one_body (car : CAR a c) (hv : IsDeterminant a c S v) (p q : ι) :
    ⟪v, c p (a q v)⟫_ℂ = occ S p * delta p q := by
  by_cases hp : p ∈ S
  · rw [refill_one car hv hp, inner_smul_right, inner_self_eq_norm_sq_to_K, hv.unit]
    simp [occ, hp]
  · rw [← car.adj, hv.empty p hp, inner_zero_left]
    simp [occ, hp]
```

For two bodies there are three cases, which Lean takes in this order: p and q both occupied, p occupied but q empty, and p empty. The hypothesis `h` in the middle case says that a_q a_p v = 0, obtained from `anti` and `hv.empty`.

```lean
/-- The two-body density matrix of a determinant is the product of two occupation numbers with
the direct minus the exchange contraction. -/
theorem two_body (car : CAR a c) (hv : IsDeterminant a c S v) (p q r s : ι) :
    ⟪v, c p (c q (a s (a r v)))⟫_ℂ =
      occ S p * occ S q * (delta p r * delta q s - delta p s * delta q r) := by
  by_cases hp : p ∈ S
  · by_cases hq : q ∈ S
    · rw [refill_two car hv hp hq, inner_smul_right, inner_self_eq_norm_sq_to_K, hv.unit]
      simp [occ, hp, hq]
    · -- an empty orbital `q` is exposed by exchanging the two annihilators on the left
      have h := LinearMap.congr_fun (car.anti q p) v
      simp only [LinearMap.add_apply, Module.End.mul_apply, LinearMap.zero_apply,
        hv.empty q hq, map_zero, add_zero] at h
      rw [← car.adj, ← car.adj, h, inner_zero_left]
      simp [occ, hq]
  · rw [← car.adj, hv.empty p hp, inner_zero_left]
    simp [occ, hp]
```

Q: A density matrix is not yet an energy. Which Hamiltonian do you use, and which index convention for the integrals?

A: With one-electron integrals t_pq and two-electron integrals g_pqrs,

H = Σ_pq t_pq c_p a_q + ½ Σ_pqrs g_pqrs c_p c_q a_s a_r

Electron one goes from r to p and electron two from s to q, so g_pqrs is what physicists write as ⟨pq|rs⟩. Here the orbitals must be finite in number, which is the role of `[Fintype ι]`.

```lean
/-- The electronic Hamiltonian with one-electron integrals `t p q` and two-electron integrals
`g p q r s`, where electron one goes from `r` to `p` and electron two from `s` to `q`. -/
def hamiltonian [Fintype ι] (a c : ι → Module.End ℂ V) (t : ι → ι → ℂ)
    (g : ι → ι → ι → ι → ℂ) : Module.End ℂ V :=
  ∑ p, ∑ q, t p q • (c p * a q) +
    (1 / 2 : ℂ) • ∑ p, ∑ q, ∑ r, ∑ s, g p q r s • (c p * (c q * (a s * a r)))
```

Insert the two density matrices. In the one-electron part, δ_pq leaves Σ_p n_p t_pp. In the two-electron part, the first pair of deltas sets r = p and s = q, and the second sets r = q and s = p. The occupations then restrict p and q to S:

⟨v, H v⟩ = Σ_{i∈S} t_ii + ½ Σ_{i,j∈S} (g_ijij − g_ijji)

Two small lemmas perform these reductions of sums.

```lean
/-- A sum against a Kronecker delta picks out one orbital. -/
lemma sum_delta [Fintype ι] (p : ι) (f : ι → ℂ) : ∑ r, delta p r * f r = f p := by
  simp [delta]

/-- A sum weighted by occupation numbers is a sum over the occupied orbitals. -/
lemma sum_occ [Fintype ι] (S : Finset ι) (f : ι → ℂ) :
    ∑ p, occ S p * f p = ∑ p ∈ S, f p := by
  simp [occ, Finset.sum_ite_mem]
```

In the main proof, `h1` does the one-electron sum and `h2` the two-electron sum. The last `simp only` expands the Hamiltonian, pulls the sums out of the inner product, and substitutes the density matrices.

```lean
/-- Slater-Condon rule for the diagonal element: for finitely many orbitals, the energy of a
determinant is the sum of its one-electron integrals plus half the sum of Coulomb minus exchange
integrals over ordered pairs of occupied orbitals. -/
theorem determinant_energy [Fintype ι] (car : CAR a c) (hv : IsDeterminant a c S v)
    (t : ι → ι → ℂ) (g : ι → ι → ι → ι → ℂ) :
    ⟪v, hamiltonian a c t g v⟫_ℂ =
      ∑ i ∈ S, t i i + 1 / 2 * ∑ i ∈ S, ∑ j ∈ S, (g i j i j - g i j j i) := by
  have h1 : ∀ p, ∑ q, t p q * (occ S p * delta p q) = occ S p * t p p := by
    intro p
    rw [← sum_delta p (fun q => occ S p * t p q)]
    exact Finset.sum_congr rfl fun q _ => by ring
  -- the two contractions pick out the Coulomb and the exchange integral
  have h2 : ∀ p q, ∑ r, ∑ s, g p q r s *
      (occ S p * occ S q * (delta p r * delta q s - delta p s * delta q r)) =
      occ S p * (occ S q * (g p q p q - g p q q p)) := by
    intro p q
    calc _ = ∑ r, delta p r * ∑ s, delta q s * (occ S p * occ S q * g p q r s) -
          ∑ r, delta q r * ∑ s, delta p s * (occ S p * occ S q * g p q r s) := by
          simp only [Finset.mul_sum, ← Finset.sum_sub_distrib]
          exact Finset.sum_congr rfl fun r _ => Finset.sum_congr rfl fun s _ => by ring
      _ = _ := by
          simp only [sum_delta]
          ring
  simp only [hamiltonian, LinearMap.add_apply, LinearMap.smul_apply, LinearMap.sum_apply,
    Module.End.mul_apply, inner_add_right, inner_smul_right, inner_sum,
    one_body car hv, two_body car hv, h1, h2, ← Finset.mul_sum, sum_occ]
```

Q: Does it return my two-electron molecule?

A: Yes. Let S contain the two spin partners of one spatial orbital, with a spin-independent Hamiltonian. Both have the same one-electron integral t. The terms with i = j cancel, because Coulomb and exchange are then the same integral. For i ≠ j the exchange integral vanishes by spin, and the two orderings give ½(J + J) = J, where J is the Coulomb integral. The energy of the electrons is 2t + J. The repulsion between fixed nuclei is a constant that H leaves out, and it must be added to get the total energy of the molecule.

Q: The theorem lets t and g be arbitrary complex numbers. Is that physics?

A: It is more general than physics needs. Hermiticity and the permutation symmetry of the integrals are never used, so you add them when you insert real molecular integrals. The limits lie elsewhere. Both sides of the matrix element carry the same determinant, so the rules for determinants that differ by one or two orbitals are not treated. Nor does the theorem say that the orbitals are optimal. For a finite set of orthonormal spin-orbitals, its right-hand side is the energy expression that Hartree–Fock theory minimises over determinants.

Q: Does anything actually satisfy your two structures? A theorem about an empty class of states would not impress me.

A: Two modes on ℂ⁴ do. Number the basis vectors e₀ (vacuum), e₁ (mode 0 filled), e₂ (mode 1 filled) and e₃ (both filled). The annihilators are written by their action on coordinates:

```lean
/-- The annihilators of two fermionic modes on `ℂ⁴`, in the basis vacuum, first mode filled,
second mode filled, both filled. -/
def lower : Fin 2 → Module.End ℂ (EuclideanSpace ℂ (Fin 4)) :=
  ![{ toFun := fun x => !₂[x 1, 0, x 3, 0]
      map_add' := by intro x y; ext i; fin_cases i <;> simp
      map_smul' := by intro k x; ext i; fin_cases i <;> simp },
    { toFun := fun x => !₂[x 2, -x 3, 0, 0]
      map_add' := by intro x y; ext i; fin_cases i <;> simp; ring
      map_smul' := by intro k x; ext i; fin_cases i <;> simp }]
```

The minus sign in the second operator makes them anticommute: a_0 a_1 e₃ = −e₀, while a_1 a_0 e₃ = e₀. The creators are the adjoints.

```lean
/-- The creators of the same two modes, in the same basis. -/
def raise : Fin 2 → Module.End ℂ (EuclideanSpace ℂ (Fin 4)) :=
  ![{ toFun := fun x => !₂[0, x 0, 0, x 2]
      map_add' := by intro x y; ext i; fin_cases i <;> simp
      map_smul' := by intro k x; ext i; fin_cases i <;> simp },
    { toFun := fun x => !₂[0, 0, x 0, -x 1]
      map_add' := by intro x y; ext i; fin_cases i <;> simp; ring
      map_smul' := by intro k x; ext i; fin_cases i <;> simp }]
```

The last theorem checks the relations coordinate by coordinate, with `fin_cases` running through the modes and components. It also confirms that e₁ is a determinant with S = {0} and e₃ one with S = {0, 1}.

```lean
/-- The two modes on `ℂ⁴` satisfy the anticommutation relations, and the second and fourth basis
vectors are determinants with one and with two occupied orbitals. -/
theorem car_witness : CAR lower raise ∧
    IsDeterminant lower raise {0} !₂[0, 1, 0, 0] ∧
    IsDeterminant lower raise {0, 1} !₂[0, 0, 0, 1] := by
  refine ⟨⟨?_, ?_, ?_⟩, ⟨?_, ?_, ?_⟩, ⟨?_, ?_, ?_⟩⟩
  · intro p x y
    fin_cases p <;> simp [lower, raise, PiLp.inner_apply, Fin.sum_univ_four]
  · intro p q
    refine LinearMap.ext fun x => ?_
    ext i
    fin_cases p <;> fin_cases q <;> fin_cases i <;> simp [lower]
  · intro p q
    refine LinearMap.ext fun x => ?_
    ext i
    fin_cases p <;> fin_cases q <;> fin_cases i <;> simp [lower, raise, delta]
  · simp [EuclideanSpace.norm_eq, Fin.sum_univ_four]
  · intro p hp
    ext i
    fin_cases p <;> fin_cases i <;> simp_all [raise]
  · intro p hp
    ext i
    fin_cases p <;> fin_cases i <;> simp_all [lower]
  · simp [EuclideanSpace.norm_eq, Fin.sum_univ_four]
  · intro p hp
    ext i
    fin_cases p <;> fin_cases i <;> simp [raise]
  · intro p hp
    fin_cases p <;> simp at hp

end

end SlaterCondon
```

```lean
#print axioms SlaterCondon.determinant_energy
```

```
'SlaterCondon.determinant_energy' depends on axioms: [propext, Classical.choice, Quot.sound]
```

Q: Suppose I drop the condition that creators of occupied orbitals annihilate v. What breaks?

A: Keep the same two modes, take S = {0, 1}, and let

v = (e₁ + e₂)/√2

This vector has norm one, and the condition `empty` has nothing to check because no orbital lies outside S. Only `filled` fails: c_0 v = e₃/√2. For p = r = 0 and q = s = 1 the formula would predict 1. But v holds a single electron, so removing two gives zero:

⟨v, c_0 c_1 a_1 a_0 v⟩ = 0

Q: You chose the wrong S. One electron cannot fill two orbitals.

A: No other S rescues the density matrices. Since a_1 v = e₀/√2 and c_0 e₀ = e₁,

⟨v, c_0 a_1 v⟩ = ½

whereas the one-body formula makes every off-diagonal element zero, whatever S is. Yet v is a perfectly good one-electron determinant in the rotated orbital (φ₀ + φ₁)/√2, where φ₀ and φ₁ are the orbitals of the two modes. So `IsDeterminant` describes a state relative to a chosen orbital basis, and the integrals in the energy formula must be taken in that same basis.
